# With positive gaps and weights, strong contraction raises a finite second-order energy unless the gap is constant on each block

Q: The claim is this. Take a finite set $s$ of intermediate states $k$ with gaps $D_k>0$ and weights $w_k>0$, and a partition $P$ of $s$ into nonempty blocks $B$. Put $W_B=\sum_{k\in B}w_k$ and $M_B=\sum_{k\in B}w_kD_k$. Then the contracted energy $E_c(P)=-\sum_B W_B^2/M_B$ satisfies
$$E_c(P)\ \ge\ E_2=-\sum_{k\in s}\frac{w_k}{D_k},$$
with equality exactly when $D$ is constant on each block. I see two lists of real numbers and no Hamiltonian, so I doubt that this is perturbation theory.

A: The numbers are what the Hamiltonian leaves behind at second order. Write $H=H^{(0)}+V$, let $|\Phi\rangle$ be the normalised reference, an eigenstate of $H^{(0)}$ with energy $E_\Phi$, and let $|k\rangle$ be orthonormal eigenstates of $H^{(0)}$ orthogonal to it, with energies $E_k$. With $V_k=\langle k|V|\Phi\rangle$, set $D_k=E_k-E_\Phi$ and $w_k=|V_k|^2$. If the level $E_\Phi$ is nondegenerate and $V|\Phi\rangle$ lies in the span of $|\Phi\rangle$ and the $|k\rangle$ with $k\in s$, so that $s$ omits no coupled state, the Rayleigh–Schrödinger second-order energy is $E_2$. In Lean the states carry labels of a type `ι`, $s$ is a `Finset ι`, and `D` and `w` are real functions of the label. The operators themselves are not represented, so this identification is an interpretation of the definitions and not something the kernel verifies.

```lean
import Mathlib

open Finset

namespace StrongContraction

noncomputable section

variable {ι : Type*}

/-- Uncontracted second-order energy `E₂ = -∑ w_k / D_k` for gaps `D` and weights `w`. -/
def secondOrder (s : Finset ι) (D w : ι → ℝ) : ℝ := -∑ k ∈ s, w k / D k
```

Q: Contraction is a restriction on a wavefunction. Where is the wavefunction?

A: It is in the amplitudes `t`. For a trial first-order function $\psi$ orthogonal to $\Phi$, the Hylleraas functional is $J=\langle\psi|H^{(0)}-E_\Phi|\psi\rangle+2\,\mathrm{Re}\langle\psi|V|\Phi\rangle$. Measure each coefficient in units of its coupling, $\psi=-\sum_k t_kV_k|k\rangle$ with real $t_k$. The first term becomes $\sum_k w_kD_kt_k^2$ and the second $-2\sum_k w_kt_k$, so
$$J(t)=\sum_{k\in s} w_k\,(D_kt_k^2-2t_k).$$
The minus sign in $\psi$ is a convention that makes the exact first-order amplitude $t_k=1/D_k$ positive.

```lean
/-- Hylleraas functional `∑ w_k (D_k t_k² - 2 t_k)`, where `t_k` is the first-order amplitude of
state `k` in units of minus its coupling. -/
def hylleraas (s : Finset ι) (D w t : ι → ℝ) : ℝ :=
  ∑ k ∈ s, w k * (D k * t k ^ 2 - 2 * t k)
```

Q: And why should $-W_B^2/M_B$ be the energy of a contracted function?

A: Strong contraction keeps one function per block, $|B\rangle=\sum_{k\in B}V_k|k\rangle$, the projection of $V|\Phi\rangle$ on the block. It is unnormalised, with $\langle B|B\rangle=W_B$. The normalised function $|B\rangle/\sqrt{W_B}$ couples to $\Phi$ with strength $\sqrt{W_B}$, and its expectation value of $H^{(0)}-E_\Phi$ is the weighted mean gap $\bar D_B=M_B/W_B$. Squared coupling over gap gives $-W_B/\bar D_B=-W_B^2/M_B$, which is `blockEnergy`. The sum over blocks is `contracted`. A `Finpartition s` has blocks `P.parts` that are nonempty, disjoint and cover $s$.

```lean
/-- Energy of one contracted block: `-(∑_B w_k)² / ∑_B w_k D_k`. -/
def blockEnergy (B : Finset ι) (D w : ι → ℝ) : ℝ :=
  -((∑ k ∈ B, w k) ^ 2 / ∑ k ∈ B, w k * D k)

variable [DecidableEq ι] {s : Finset ι}

/-- Strongly contracted second-order energy: the sum of the block energies over the
blocks of the partition `P`. -/
def contracted (P : Finpartition s) (D w : ι → ℝ) : ℝ :=
  ∑ B ∈ P.parts, blockEnergy B D w
```

A trial function $-\sum_B\tau_B|B\rangle$, with one real number $\tau_B$ per block, has $t_k=\tau_B$ for all $k\in B$. Contraction therefore means that $t$ satisfies `BlockConstant P`, a condition on values inside $s$ only. The same predicate, applied to `D`, expresses the equality case.

```lean
/-- A function of the state label is constant on each block of `P`. -/
def BlockConstant (P : Finpartition s) (f : ι → ℝ) : Prop :=
  ∀ B ∈ P.parts, ∀ i ∈ B, ∀ j ∈ B, f i = f j
```

The best amplitude will turn out to be $t^*_k=W_B/M_B=1/\bar D_B$ for the block $B$ containing $k$, which Lean calls `P.part k`. On the normalised function the coefficient is $-\sqrt{W_B}/\bar D_B$.

```lean
/-- Contracted amplitude of state `k`: `∑_B w / ∑_B w D` for the block `B` containing `k`. -/
def optAmp (P : Finpartition s) (D w : ι → ℝ) (k : ι) : ℝ :=
  (∑ j ∈ P.part k, w j) / ∑ j ∈ P.part k, w j * D j
```

Q: So far $E_c$ is a formula that you wrote down. Show me that it is variational.

A: First, $J$ splits over blocks: $J(t)=\sum_BJ_B(t)$, where $J_B$ is the same sum restricted to $B$. The proof applies `Finset.sum_biUnion` to the disjoint blocks and uses `P.biUnion_parts` to identify their union with $s$. Physically the absence of cross terms says that $H^{(0)}$ does not connect different blocks, which is built in because blocks are sets of its eigenstates.

```lean
/-- The Hylleraas functional is the sum of its block contributions. -/
theorem hylleraas_parts (P : Finpartition s) (D w t : ι → ℝ) :
    hylleraas s D w t = ∑ B ∈ P.parts, hylleraas B D w t := by
  have h := Finset.sum_biUnion (f := fun k => w k * (D k * t k ^ 2 - 2 * t k))
    (s := P.parts) (t := id) P.disjoint
  rw [P.biUnion_parts] at h
  exact h
```

Second, complete the square state by state:
$$w_kD_k\Big(t_k-\frac1{D_k}\Big)^2=w_kD_kt_k^2-2w_kt_k+\frac{w_k}{D_k}.$$
Summing gives $J(t)-E_2=\sum_k w_kD_k(t_k-1/D_k)^2$. As an identity this needs only $D_k\neq0$. `Finset.sum_congr` reduces it to one state, `field_simp` clears the denominator and `ring` expands.

```lean
omit [DecidableEq ι] in
/-- For nonzero gaps, the Hylleraas functional minus `E₂` equals
`∑ w_k D_k (t_k - 1/D_k)²`. -/
theorem hylleraas_sub_secondOrder (D w t : ι → ℝ) (hD : ∀ k ∈ s, D k ≠ 0) :
    hylleraas s D w t - secondOrder s D w
      = ∑ k ∈ s, w k * D k * (t k - 1 / D k) ^ 2 := by
  unfold hylleraas secondOrder
  rw [sub_neg_eq_add, ← Finset.sum_add_distrib]
  refine Finset.sum_congr rfl fun k hk => ?_
  have h := hD k hk
  field_simp
  ring
```

Third, complete the square on one block with common amplitude $\tau$, dropping the subscript on $W$ and $M$:
$$J_B=M\tau^2-2\tau W=-\frac{W^2}{M}+M\Big(\tau-\frac WM\Big)^2 .$$
The first equality is `h` and the second is `key`, which needs $M\ne0$.

```lean
omit [DecidableEq ι] in
/-- On a block with common amplitude `τ` and `M = ∑ w D ≠ 0`, the Hylleraas functional is
the block energy plus `M (τ - W/M)²`, with `W = ∑ w`. -/
theorem hylleraas_block (B : Finset ι) (D w : ι → ℝ) (τ : ℝ)
    (hM : ∑ k ∈ B, w k * D k ≠ 0) :
    hylleraas B D w (fun _ => τ) = blockEnergy B D w
      + (∑ k ∈ B, w k * D k) * (τ - (∑ k ∈ B, w k) / ∑ k ∈ B, w k * D k) ^ 2 := by
  have h : hylleraas B D w (fun _ => τ)
      = (∑ k ∈ B, w k * D k) * τ ^ 2 - 2 * τ * ∑ k ∈ B, w k := by
    unfold hylleraas
    rw [Finset.sum_mul, Finset.mul_sum, ← Finset.sum_sub_distrib]
    refine Finset.sum_congr rfl fun k _ => ?_
    ring
  -- complete the square in τ
  have key : ∀ W M : ℝ, M ≠ 0 →
      M * τ ^ 2 - 2 * τ * W = -(W ^ 2 / M) + M * (τ - W / M) ^ 2 := by
    intro W M hM'
    field_simp
    ring
  rw [h]
  exact key _ _ hM
```

Each block has $M_B>0$, being a nonempty sum of positive terms $w_kD_k$.

```lean
/-- For positive gaps and weights, the denominator `∑_B w_k D_k` of each block is positive. -/
theorem moment_pos (P : Finpartition s) {D w : ι → ℝ} (hD : ∀ k ∈ s, 0 < D k)
    (hw : ∀ k ∈ s, 0 < w k) {B : Finset ι} (hB : B ∈ P.parts) :
    0 < ∑ k ∈ B, w k * D k := by
  have hBs : B ⊆ s := P.le hB
  exact Finset.sum_pos (fun k hk => mul_pos (hw k (hBs hk)) (hD k (hBs hk)))
    (P.nonempty_of_mem_parts hB)
```

At $\tau=W_B/M_B$ the square vanishes on every block, so $J(t^*)=E_c(P)$. In the proof `P.part_eq_of_mem` turns `optAmp` into that constant on $B$.

```lean
/-- For positive gaps and weights, the Hylleraas functional at the contracted amplitudes equals the
contracted energy. -/
theorem hylleraas_optAmp (P : Finpartition s) {D w : ι → ℝ} (hD : ∀ k ∈ s, 0 < D k)
    (hw : ∀ k ∈ s, 0 < w k) :
    hylleraas s D w (optAmp P D w) = contracted P D w := by
  rw [hylleraas_parts P]
  unfold contracted
  refine Finset.sum_congr rfl fun B hB => ?_
  have h1 : hylleraas B D w (optAmp P D w)
      = hylleraas B D w (fun _ => (∑ k ∈ B, w k) / ∑ k ∈ B, w k * D k) := by
    unfold hylleraas
    refine Finset.sum_congr rfl fun k hk => ?_
    simp only [optAmp, P.part_eq_of_mem hB hk]
  rw [h1, hylleraas_block B D w _ (moment_pos P hD hw hB).ne', sub_self]
  ring
```

For any block-constant $t$, pick a state $k_0\in B$. Then $t$ equals the number $t_{k_0}$ on $B$, and $J_B(t)$ is the block energy plus $M_B$ times a square, hence at least the block energy. Summing gives $J(t)\ge E_c(P)$. `IsLeast` says that $E_c(P)$ belongs to the set of values of $J$ on block-constant amplitudes and lies below all of them, so it is an attained minimum.

```lean
/-- For positive gaps and weights, the contracted energy is the minimum of the Hylleraas functional
over real amplitudes that are constant on each block. -/
theorem contracted_isLeast (P : Finpartition s) {D w : ι → ℝ} (hD : ∀ k ∈ s, 0 < D k)
    (hw : ∀ k ∈ s, 0 < w k) :
    IsLeast (hylleraas s D w '' {t | BlockConstant P t}) (contracted P D w) := by
  refine ⟨⟨optAmp P D w, ?_, hylleraas_optAmp P hD hw⟩, ?_⟩
  · show BlockConstant P (optAmp P D w)
    intro B hB i hi j hj
    simp only [optAmp, P.part_eq_of_mem hB hi, P.part_eq_of_mem hB hj]
  · rintro _ ⟨t, ht, rfl⟩
    have ht' : BlockConstant P t := ht
    rw [hylleraas_parts P]
    unfold contracted
    refine Finset.sum_le_sum fun B hB => ?_
    obtain ⟨k₀, hk₀⟩ := P.nonempty_of_mem_parts hB
    -- on the block, t is the single number t k₀
    have h1 : hylleraas B D w t = hylleraas B D w (fun _ => t k₀) := by
      unfold hylleraas
      refine Finset.sum_congr rfl fun k hk => ?_
      simp only [ht' B hB k hk k₀ hk₀]
    have hM := moment_pos P hD hw hB
    rw [h1, hylleraas_block B D w _ hM.ne']
    exact le_add_of_nonneg_right (mul_nonneg hM.le (sq_nonneg _))
```

Q: That answers the variational point. How does the inequality follow, and why is the equality condition necessary as well as sufficient?

A: Insert $t^*$ in the state-by-state square and use $J(t^*)=E_c$:
$$E_c(P)-E_2=\sum_{k\in s}w_kD_k\Big(t^*_k-\frac1{D_k}\Big)^2 .$$

```lean
/-- For positive gaps and weights, the contraction error `E_c - E₂` equals `∑ w_k D_k (t_k -
1/D_k)²` with `t` the contracted amplitudes. -/
theorem contraction_error (P : Finpartition s) {D w : ι → ℝ} (hD : ∀ k ∈ s, 0 < D k)
    (hw : ∀ k ∈ s, 0 < w k) :
    contracted P D w - secondOrder s D w
      = ∑ k ∈ s, w k * D k * (optAmp P D w k - 1 / D k) ^ 2 := by
  rw [← hylleraas_optAmp P hD hw]
  exact hylleraas_sub_secondOrder D w _ fun k hk => (hD k hk).ne'
```

Every term is nonnegative (`hnn`), which gives $E_2\le E_c(P)$ (`hle`). If the two energies agree, a sum of nonnegative terms vanishes, so each term does (`hz`). Since $w_kD_k>0$, this forces $t^*_k=1/D_k$ (`hamp`). For $i,j$ in one block $t^*_i=t^*_j$, so $1/D_i=1/D_j$ and `inv_inj` gives $D_i=D_j$. Conversely, if $D$ is block-constant then so is $1/D$ (`hadm`), and the minimum property gives $E_c(P)\le J(1/D)$. The square formula at $t=1/D$ gives $J(1/D)=E_2$, and with `hle` the energies are equal.

```lean
/-- For positive gaps and weights, the contracted energy is at least `E₂`, with equality
iff the gap is constant on each block. -/
theorem secondOrder_le_contracted (P : Finpartition s) {D w : ι → ℝ}
    (hD : ∀ k ∈ s, 0 < D k) (hw : ∀ k ∈ s, 0 < w k) :
    secondOrder s D w ≤ contracted P D w ∧
      (contracted P D w = secondOrder s D w ↔ BlockConstant P D) := by
  have herr := contraction_error P hD hw
  have hnn : ∀ k ∈ s, 0 ≤ w k * D k * (optAmp P D w k - 1 / D k) ^ 2 :=
    fun k hk => mul_nonneg (mul_pos (hw k hk) (hD k hk)).le (sq_nonneg _)
  have hle : secondOrder s D w ≤ contracted P D w := by
    have h0 := Finset.sum_nonneg hnn
    linarith
  refine ⟨hle, fun heq => ?_, fun hc => ?_⟩
  · -- zero error forces the contracted amplitude to be 1/D for every state
    rw [heq, sub_self] at herr
    have hz := (Finset.sum_eq_zero_iff_of_nonneg hnn).1 herr.symm
    have hamp : ∀ k ∈ s, optAmp P D w k = 1 / D k := by
      intro k hk
      have h2 := (mul_eq_zero.1 (hz k hk)).resolve_left (mul_pos (hw k hk) (hD k hk)).ne'
      exact sub_eq_zero.1 ((pow_eq_zero_iff two_ne_zero).1 h2)
    intro B hB i hi j hj
    have hBs : B ⊆ s := P.le hB
    have hij : optAmp P D w i = optAmp P D w j := by
      simp only [optAmp, P.part_eq_of_mem hB hi, P.part_eq_of_mem hB hj]
    rw [hamp i (hBs hi), hamp j (hBs hj), one_div, one_div] at hij
    exact inv_inj.1 hij
  · -- the exact amplitudes 1/D are then admissible in the contracted minimisation
    have hadm : BlockConstant P (fun k => 1 / D k) := by
      intro B hB i hi j hj
      simp only [hc B hB i hi j hj]
    have h1 : contracted P D w ≤ hylleraas s D w (fun k => 1 / D k) :=
      (contracted_isLeast P hD hw).2 ⟨_, hadm, rfl⟩
    have h2 := hylleraas_sub_secondOrder (s := s) D w (fun k => 1 / D k)
      fun k hk => (hD k hk).ne'
    have h3 : ∑ k ∈ s, w k * D k * (1 / D k - 1 / D k) ^ 2 = 0 :=
      Finset.sum_eq_zero fun k _ => by rw [sub_self]; ring
    have h4 := h2.trans h3
    linarith
```

Q: The hypotheses `hD` and `hw` are doing physical work. What do they assume?

A: Both are assumed on $s$ and neither is derived. $D_k>0$ says that the reference lies below every coupled state at zeroth order, which excludes intruder states with zero or negative denominators; positivity is what turns the stationary point of $J$ into a minimum. $w_k>0$ says that $s$ lists only states that couple to the reference. An uncoupled state adds nothing to $E_2$, $W_B$ or $M_B$, so its gap is arbitrary, and including it can (one block with $w=(1,0)$, $D=(1,2)$ has $E_c=E_2=-1$ with unequal gaps) spoil the "only if" direction. The theorem does not ask where the gaps come from: Brillouin–Wigner denominators $E_k-E$ at a fixed energy $E$ below all $E_k$ fit it too, though the self-consistent choice of $E$ is not treated. At the small end, singleton blocks give equality, and for empty $s$ both energies are zero.

Q: Then what does it tell someone running a contracted calculation?

A: For a finite set of zeroth-order eigenstates with positive gaps, and blocks that $H^{(0)}$ does not mix, a strongly contracted second-order correlation energy is no larger in magnitude than the uncontracted one with the same $H^{(0)}$. The comparison is with $E_2$. Nothing is said about the exact energy, about higher orders, about a continuum of intermediate states, or about schemes that keep several overlapping functions per block.

Q: Does the same argument compare two contraction schemes with each other?

A: It does when they are nested. Let every block of $P$ lie inside some block of a second partition $Q$ (`hPQ`). An amplitude constant on the blocks of $Q$ is constant on those of $P$ (`hP`). The minimiser $t$ for $Q$ is then admissible for $P$, so $E_c(P)\le J(t)=E_c(Q)$. Refining never raises the energy. Partitions that are not nested are not ordered by this theorem.

```lean
/-- For positive gaps and weights, if every block of `P` lies inside a block of `Q`, the contracted
energy of `P` is at most that of `Q`. -/
theorem contracted_mono (P Q : Finpartition s) {D w : ι → ℝ} (hD : ∀ k ∈ s, 0 < D k)
    (hw : ∀ k ∈ s, 0 < w k) (hPQ : ∀ B ∈ P.parts, ∃ C ∈ Q.parts, B ⊆ C) :
    contracted P D w ≤ contracted Q D w := by
  obtain ⟨t, ht, hval⟩ := (contracted_isLeast Q hD hw).1
  have ht' : BlockConstant Q t := ht
  -- amplitudes constant on the blocks of Q are constant on those of P
  have hP : BlockConstant P t := by
    intro B hB i hi j hj
    obtain ⟨C, hC, hBC⟩ := hPQ B hB
    exact ht' C hC i (hBC hi) j (hBC hj)
  exact (contracted_isLeast P hD hw).2 ⟨t, hP, hval⟩
```

Q: I would like to see numbers.

A: Take states $0,1,2$ with $w=(1,1,2)$ and $D=(1,3,3)$. Then $E_2=-(1+\tfrac13+\tfrac23)=-2$. A single block has $W=4$ and $M=1+3+6=10$, so $E_c=-\tfrac85$. The partition $\{0,1\},\{2\}$ gives $-\tfrac{2^2}{4}-\tfrac{2^2}{6}=-\tfrac53$, which lies between, as refinement requires. The partition $\{0\},\{1,2\}$ has constant gaps on its blocks and gives $-1-\tfrac{3^2}{9}=-2=E_2$. In the block $\{0,1\}$ the mean gap is $2$, $t^*=\tfrac12$, and the coefficient of the normalised function is $-\sqrt2/2$. Its error terms are $1\cdot(\tfrac12-1)^2+3\cdot(\tfrac12-\tfrac13)^2=\tfrac14+\tfrac1{12}=\tfrac13$, matching $-\tfrac53-(-2)$.

Q: Is there a closed form that shows how the error depends on the spread of gaps?

A: For two states $0,1$ in one block, with $M=w_0D_0+w_1D_1$, put the error $w_0/D_0+w_1/D_1-(w_0+w_1)^2/M$ over the denominator $D_0D_1M$. The numerator is
$$(w_0D_1+w_1D_0)(w_0D_0+w_1D_1)-(w_0+w_1)^2D_0D_1 .$$
The terms $w_0^2D_0D_1$ and $w_1^2D_0D_1$ cancel, leaving $w_0w_1(D_0^2+D_1^2-2D_0D_1)=w_0w_1(D_0-D_1)^2$. With $w=(1,1)$ and $D=(1,3)$ the error is $4/(3\cdot4)=\tfrac13$ again. In Lean the labels are `Fin 2` and the block is `univ`; `Fin.sum_univ_two` writes out the sums, `field_simp` forms the common denominator and `ring` does the cancellation.

```lean
/-- For two states with positive gaps and weights in one block, the block energy minus `E₂` is `w₀
w₁ (D₀ - D₁)² / (D₀ D₁ (w₀ D₀ + w₁ D₁))`. -/
theorem two_state_error (D w : Fin 2 → ℝ) (hD : ∀ k, 0 < D k) (hw : ∀ k, 0 < w k) :
    blockEnergy univ D w - secondOrder univ D w
      = w 0 * w 1 * (D 0 - D 1) ^ 2 / (D 0 * D 1 * (w 0 * D 0 + w 1 * D 1)) := by
  have h0 := hD 0
  have h1 := hD 1
  have h2 := hw 0
  have h3 := hw 1
  have hM : w 0 * D 0 + w 1 * D 1 ≠ 0 := by positivity
  have h0' := h0.ne'
  have h1' := h1.ne'
  simp only [blockEnergy, secondOrder, Fin.sum_univ_two]
  field_simp
  ring

end

end StrongContraction
```

```lean
#print axioms StrongContraction.secondOrder_le_contracted
#print axioms StrongContraction.contracted_mono
#print axioms StrongContraction.two_state_error
```

```
'StrongContraction.secondOrder_le_contracted' depends on axioms: [propext, Classical.choice, Quot.sound]
'StrongContraction.contracted_mono' depends on axioms: [propext, Classical.choice, Quot.sound]
'StrongContraction.two_state_error' depends on axioms: [propext, Classical.choice, Quot.sound]
```
